# Signs of the removal part at positive and the addition part at negative frequency when $K-E_0\ge 0$

Let $K$ be a finite complex matrix and $E_0$ a real number such that $K-E_0$ is positive semidefinite. For any vector $\psi$ and any matrix $c$ of matching size, the removal part

$$R_c(x)=\langle\psi,\,c^\dagger(x+K-E_0)^{-1}c\,\psi\rangle$$

is real and nonnegative for every $x>0$, and the addition part

$$P_c(x)=\langle\psi,\,c\,(x-K+E_0)^{-1}c^\dagger\psi\rangle$$

is real and nonpositive for every $x<0$. On the same half-lines, $R_c(x)\le\|c\psi\|^2/x$ and $P_c(x)\ge\|c^\dagger\psi\|^2/x$.

## Where the poles lie

In the physical reading, $K=H-\mu N$ is the grand-canonical Hamiltonian of a fermion system with finitely many orbitals, $\psi$ is its normalised ground state with energy $E_0$, and $c$ annihilates a particle in one orbital. The Green's function at frequency $x$ is then $P_c(x)+R_c(x)$, with $\hbar=1$.

The condition $K-E_0\ge 0$ says that no state, at any particle number, lies below $E_0$. Adding or removing a particle therefore costs no negative energy, measured with $K$. The poles of $P_c$ lie at $x\ge 0$ and those of $R_c$ at $x\le 0$, so each part is considered on the half-line free of its own poles. The result fixes the sign of each part there, not the sign of their sum.

For a finite cluster treated by exact diagonalisation, this gives a check on computed values. A removal part that is clearly negative at some $x>0$ shows that the condition $K-E_0\ge 0$ fails or that the values are wrong. The condition fails, for instance, when $\psi$ is the lowest state for a particle number that does not minimise the energy, measured with $K$, at the chosen $\mu$.

## Signs from a positive definite matrix

Put $A=K-E_0$ and take $x>0$. For every vector $v\neq 0$,

$$\langle v,(x+A)v\rangle=x\|v\|^2+\langle v,Av\rangle>0,$$

so $x+A$ is positive definite and hence invertible. Let $w=c\psi$ and $u=(x+A)^{-1}w$. Since $x+A$ is Hermitian,

$$R_c(x)=\langle w,u\rangle=\langle (x+A)u,u\rangle=x\|u\|^2+\langle u,Au\rangle\ge 0 .$$

Now take $x<0$. Then $x-K+E_0=-(-x+A)$ with $-x>0$, so this matrix is invertible too, and its inverse is $-(-x+A)^{-1}$. Hence

$$P_c(x)=-\langle c^\dagger\psi,(-x+A)^{-1}c^\dagger\psi\rangle=-R_{c^\dagger}(-x)\le 0 .$$

## Bounds from the total weights

Keep $x>0$ and write $v=Au$, so that $w=xu+v$. Inserting this first in the right and then in the left factor gives

$$\|w\|^2=x\langle w,u\rangle+\langle w,v\rangle,\qquad \langle w,v\rangle=x\langle u,v\rangle+\|v\|^2 .$$

Both terms of $\langle w,v\rangle$ are nonnegative, because $\langle u,v\rangle=\langle u,Au\rangle$. Thus $xR_c(x)\le\|w\|^2$, which is the upper bound. Applying it to $c^\dagger$ at $-x$ for $x<0$ gives $R_{c^\dagger}(-x)\le\|c^\dagger\psi\|^2/(-x)$, and a change of sign yields the lower bound on $P_c(x)$.

An empty level of energy $\varepsilon\ge 0$, measured from $\mu$, shows the pole form. With basis states "empty" and "filled", take $K=\mathrm{diag}(0,\varepsilon)$, $E_0=0$ and $\psi$ the empty state. Then $c^\dagger\psi$ is the filled state and $P_c(x)=1/(x-\varepsilon)$. For $x<0$ this is negative and at least $1/x$, with equality when $\varepsilon=0$.

## Matrices and hypotheses in Lean

The finite type `n` labels the basis, `K` and `c` are `Matrix n n ℂ`, and `ψ` is a function `n → ℂ`. The expression `star a ⬝ᵥ b` is the inner product $\langle a,b\rangle$, conjugate-linear in its first argument, and `cᴴ` is $c^\dagger$. The definitions `removalPart` and `additionPart` are $R_c$ and $P_c$.

The hypothesis `hK` states that $K-E_0$ is positive semidefinite. In Mathlib this includes being Hermitian, and since `E0` is real, $K$ is Hermitian as well. Each sign theorem has two conclusions: the imaginary part vanishes, and the real part has the stated sign. The weights in the bounds are written as real parts of `star (c *ᵥ ψ) ⬝ᵥ (c *ᵥ ψ)` and its counterpart with `cᴴ`.

The theorems require neither that $\psi$ be normalised or an eigenvector, nor that $c$ obey anticommutation relations. They concern finite matrices and real frequencies; infinite-dimensional Hamiltonians and the approach to the real axis from complex frequencies are not treated.

```lean
import Mathlib

open Matrix
open scoped ComplexOrder

namespace LehmannRealAxisSigns

noncomputable section

variable {n : Type*} [Fintype n] [DecidableEq n]

/-- The addition part `⟨ψ, c (x - K + E0)⁻¹ c† ψ⟩` of the Green's function at real frequency `x`,
for those `x` at which `x - K + E0` is invertible. -/
def additionPart (K c : Matrix n n ℂ) (ψ : n → ℂ) (E0 x : ℝ) : ℂ :=
  star ψ ⬝ᵥ ((c * ((x : ℂ) • (1 : Matrix n n ℂ) - K + (E0 : ℂ) • (1 : Matrix n n ℂ))⁻¹ * cᴴ) *ᵥ ψ)

/-- The removal part `⟨ψ, c† (x + K - E0)⁻¹ c ψ⟩` of the Green's function at real frequency `x`,
for those `x` at which `x + K - E0` is invertible. -/
def removalPart (K c : Matrix n n ℂ) (ψ : n → ℂ) (E0 x : ℝ) : ℂ :=
  star ψ ⬝ᵥ ((cᴴ * ((x : ℂ) • (1 : Matrix n n ℂ) + K - (E0 : ℂ) • (1 : Matrix n n ℂ))⁻¹ * c) *ᵥ ψ)

omit [Fintype n] in
/-- If `K - E0` is positive semidefinite, then `x + K - E0` is positive definite for `x > 0`. -/
theorem removal_matrix_posDef {K : Matrix n n ℂ} {E0 x : ℝ}
    (hK : (K - (E0 : ℂ) • (1 : Matrix n n ℂ)).PosSemidef) (hx : 0 < x) :
    ((x : ℂ) • (1 : Matrix n n ℂ) + K - (E0 : ℂ) • (1 : Matrix n n ℂ)).PosDef := by
  have hx' : (0 : ℂ) < (x : ℂ) := by exact_mod_cast hx
  have h1 : ((x : ℂ) • (1 : Matrix n n ℂ)).PosDef := Matrix.PosDef.one.smul hx'
  have h2 := h1.add_posSemidef hK
  rwa [← add_sub_assoc] at h2

/-- If `K - E0` is positive semidefinite, then `x - K + E0` is invertible for `x < 0`. -/
theorem addition_matrix_isUnit {K : Matrix n n ℂ} {E0 x : ℝ}
    (hK : (K - (E0 : ℂ) • (1 : Matrix n n ℂ)).PosSemidef) (hx : x < 0) :
    IsUnit ((x : ℂ) • (1 : Matrix n n ℂ) - K + (E0 : ℂ) • (1 : Matrix n n ℂ)) := by
  have h := (removal_matrix_posDef hK (neg_pos.mpr hx)).isUnit.neg
  convert h using 1
  push_cast
  module

/-- The removal part is the expectation value of `(x + K - E0)⁻¹` in the unnormalised
state `c ψ`. -/
theorem removalPart_eq_expectation (K c : Matrix n n ℂ) (ψ : n → ℂ) (E0 x : ℝ) :
    removalPart K c ψ E0 x = star (c *ᵥ ψ) ⬝ᵥ
      (((x : ℂ) • (1 : Matrix n n ℂ) + K - (E0 : ℂ) • (1 : Matrix n n ℂ))⁻¹ *ᵥ (c *ᵥ ψ)) := by
  unfold removalPart
  rw [Matrix.star_mulVec, ← Matrix.dotProduct_mulVec]
  simp only [Matrix.mulVec_mulVec, Matrix.mul_assoc]

/-- If `K - E0` is positive semidefinite and `x < 0`, the addition part at `x` is minus the
removal part at `-x` with `c` replaced by `c†`. -/
theorem additionPart_eq_neg_removalPart {K : Matrix n n ℂ} {E0 x : ℝ}
    (hK : (K - (E0 : ℂ) • (1 : Matrix n n ℂ)).PosSemidef) (hx : x < 0)
    (c : Matrix n n ℂ) (ψ : n → ℂ) :
    additionPart K c ψ E0 x = -removalPart K cᴴ ψ E0 (-x) := by
  have hdet := (Matrix.isUnit_iff_isUnit_det _).mp (addition_matrix_isUnit hK hx)
  -- the two matrices to be inverted differ by a sign, and so do their inverses
  have hinv : (((-x : ℝ) : ℂ) • (1 : Matrix n n ℂ) + K - (E0 : ℂ) • (1 : Matrix n n ℂ))⁻¹
      = -((x : ℂ) • (1 : Matrix n n ℂ) - K + (E0 : ℂ) • (1 : Matrix n n ℂ))⁻¹ := by
    have e : ((-x : ℝ) : ℂ) • (1 : Matrix n n ℂ) + K - (E0 : ℂ) • (1 : Matrix n n ℂ)
        = -((x : ℂ) • (1 : Matrix n n ℂ) - K + (E0 : ℂ) • (1 : Matrix n n ℂ)) := by
      push_cast
      module
    rw [e]
    apply Matrix.inv_eq_right_inv
    rw [neg_mul_neg, Matrix.mul_nonsing_inv _ hdet]
  unfold additionPart removalPart
  rw [hinv, Matrix.conjTranspose_conjTranspose]
  simp only [mul_neg, neg_mul, Matrix.neg_mulVec, dotProduct_neg, neg_neg]

/-- If `K - E0` is positive semidefinite, the removal part is real and nonnegative at every
frequency `x > 0`. -/
theorem removalPart_real_nonneg {K : Matrix n n ℂ} {E0 x : ℝ}
    (hK : (K - (E0 : ℂ) • (1 : Matrix n n ℂ)).PosSemidef) (hx : 0 < x)
    (c : Matrix n n ℂ) (ψ : n → ℂ) :
    (removalPart K c ψ E0 x).im = 0 ∧ 0 ≤ (removalPart K c ψ E0 x).re := by
  have h := (removal_matrix_posDef hK hx).inv.posSemidef.dotProduct_mulVec_nonneg (c *ᵥ ψ)
  rw [← removalPart_eq_expectation] at h
  have h' := Complex.nonneg_iff.mp h
  exact ⟨h'.2.symm, h'.1⟩

/-- If `K - E0` is positive semidefinite, the addition part is real and nonpositive at every
frequency `x < 0`. -/
theorem additionPart_real_nonpos {K : Matrix n n ℂ} {E0 x : ℝ}
    (hK : (K - (E0 : ℂ) • (1 : Matrix n n ℂ)).PosSemidef) (hx : x < 0)
    (c : Matrix n n ℂ) (ψ : n → ℂ) :
    (additionPart K c ψ E0 x).im = 0 ∧ (additionPart K c ψ E0 x).re ≤ 0 := by
  have h := removalPart_real_nonneg hK (neg_pos.mpr hx) cᴴ ψ
  rw [additionPart_eq_neg_removalPart hK hx, Complex.neg_im, Complex.neg_re]
  exact ⟨by rw [h.1, neg_zero], by linarith [h.2]⟩

/-- If `K - E0` is positive semidefinite and `x > 0`, the removal part is at most the total
removal weight `‖c ψ‖²` divided by `x`. -/
theorem removalPart_le {K : Matrix n n ℂ} {E0 x : ℝ}
    (hK : (K - (E0 : ℂ) • (1 : Matrix n n ℂ)).PosSemidef) (hx : 0 < x)
    (c : Matrix n n ℂ) (ψ : n → ℂ) :
    (removalPart K c ψ E0 x).re ≤ (star (c *ᵥ ψ) ⬝ᵥ (c *ᵥ ψ)).re / x := by
  have hdet := (Matrix.isUnit_iff_isUnit_det _).mp (removal_matrix_posDef hK hx).isUnit
  rw [removalPart_eq_expectation]
  generalize c *ᵥ ψ = w
  -- `u` solves the linear response equation `(x + K - E0) u = w`
  obtain ⟨u, hu⟩ : ∃ u, u =
    ((x : ℂ) • (1 : Matrix n n ℂ) + K - (E0 : ℂ) • (1 : Matrix n n ℂ))⁻¹ *ᵥ w := ⟨_, rfl⟩
  have hw : w = (x : ℂ) • u + (K - (E0 : ℂ) • (1 : Matrix n n ℂ)) *ᵥ u := by
    have h : ((x : ℂ) • (1 : Matrix n n ℂ) + K - (E0 : ℂ) • (1 : Matrix n n ℂ)) *ᵥ u = w := by
      rw [hu, Matrix.mulVec_mulVec, Matrix.mul_nonsing_inv _ hdet, Matrix.one_mulVec]
    rw [add_sub_assoc, Matrix.add_mulVec, Matrix.smul_mulVec, Matrix.one_mulVec] at h
    exact h.symm
  rw [← hu]
  have h1 := (Complex.nonneg_iff.mp (hK.dotProduct_mulVec_nonneg u)).1
  generalize (K - (E0 : ℂ) • (1 : Matrix n n ℂ)) *ᵥ u = v at hw h1
  have h2 := (Complex.nonneg_iff.mp (dotProduct_star_self_nonneg v)).1
  -- the missing weight is `x ⟨u, v⟩ + ‖v‖²` with `v = (K - E0) u`
  have e1 : star w ⬝ᵥ w = (x : ℂ) * (star w ⬝ᵥ u) + star w ⬝ᵥ v := by
    calc star w ⬝ᵥ w = star w ⬝ᵥ ((x : ℂ) • u + v) := by rw [← hw]
      _ = _ := by rw [dotProduct_add, dotProduct_smul, smul_eq_mul]
  have e2 : star w ⬝ᵥ v = (x : ℂ) * (star u ⬝ᵥ v) + star v ⬝ᵥ v := by
    rw [hw, star_add, star_smul, add_dotProduct, smul_dotProduct, smul_eq_mul,
      Complex.star_def, Complex.conj_ofReal]
  have e3 := congrArg Complex.re e1
  rw [e2, Complex.add_re, Complex.add_re, Complex.re_ofReal_mul, Complex.re_ofReal_mul] at e3
  rw [le_div_iff₀ hx]
  linarith [mul_nonneg hx.le h1, mul_comm x (star w ⬝ᵥ u).re]

/-- If `K - E0` is positive semidefinite and `x < 0`, the addition part is at least the total
addition weight `‖c† ψ‖²` divided by the negative number `x`. -/
theorem le_additionPart {K : Matrix n n ℂ} {E0 x : ℝ}
    (hK : (K - (E0 : ℂ) • (1 : Matrix n n ℂ)).PosSemidef) (hx : x < 0)
    (c : Matrix n n ℂ) (ψ : n → ℂ) :
    (star (cᴴ *ᵥ ψ) ⬝ᵥ (cᴴ *ᵥ ψ)).re / x ≤ (additionPart K c ψ E0 x).re := by
  have h := removalPart_le hK (neg_pos.mpr hx) cᴴ ψ
  rw [div_neg] at h
  rw [additionPart_eq_neg_removalPart hK hx, Complex.neg_re]
  linarith

/-- One empty level of energy `ε ≥ 0`, with `K = diag(0, ε)` and `E0 = 0`: `K - E0` is positive
semidefinite, and the addition part times `x - ε` is `1` for real `x` other than `0` and `ε`. -/
theorem single_level_witness {ε : ℝ} (hε : 0 ≤ ε) :
    (Matrix.diagonal ![0, (ε : ℂ)] - ((0 : ℝ) : ℂ) • (1 : Matrix (Fin 2) (Fin 2) ℂ)).PosSemidef ∧
    ∀ x : ℝ, x ≠ 0 → x ≠ ε → ((x : ℂ) - ε) *
      additionPart (Matrix.diagonal ![0, (ε : ℂ)]) !![0, 1; 0, 0] ![1, 0] 0 x = 1 := by
  constructor
  · rw [Complex.ofReal_zero, zero_smul, sub_zero, Matrix.posSemidef_diagonal_iff]
    intro i
    fin_cases i <;> simp [hε]
  · intro x hx hxε
    have h0 : (x : ℂ) ≠ 0 := by exact_mod_cast hx
    have h1 : (x : ℂ) - ε ≠ 0 := sub_ne_zero.mpr (by exact_mod_cast hxε)
    have e : (x : ℂ) • (1 : Matrix (Fin 2) (Fin 2) ℂ) - Matrix.diagonal ![0, (ε : ℂ)]
        + ((0 : ℝ) : ℂ) • (1 : Matrix (Fin 2) (Fin 2) ℂ) = !![(x : ℂ), 0; 0, (x : ℂ) - ε] := by
      ext i j
      fin_cases i <;> fin_cases j <;> simp
    have hinv : (!![(x : ℂ), 0; 0, (x : ℂ) - ε])⁻¹ = !![(x : ℂ)⁻¹, 0; 0, ((x : ℂ) - ε)⁻¹] := by
      apply Matrix.inv_eq_right_inv
      ext i j
      fin_cases i <;> fin_cases j <;> simp [Matrix.mul_apply, Fin.sum_univ_two, h0, h1]
    unfold additionPart
    rw [e, hinv]
    simp [Matrix.mulVec, dotProduct, Matrix.mul_apply, Fin.sum_univ_two, h1]

end

end LehmannRealAxisSigns
```

```lean
#print axioms LehmannRealAxisSigns.additionPart_eq_neg_removalPart
#print axioms LehmannRealAxisSigns.additionPart_real_nonpos
#print axioms LehmannRealAxisSigns.le_additionPart
```

```
'LehmannRealAxisSigns.additionPart_eq_neg_removalPart' depends on axioms: [propext, Classical.choice, Quot.sound]
'LehmannRealAxisSigns.additionPart_real_nonpos' depends on axioms: [propext, Classical.choice, Quot.sound]
'LehmannRealAxisSigns.le_additionPart' depends on axioms: [propext, Classical.choice, Quot.sound]
```

## Positive definiteness and inverses in the code

`removal_matrix_posDef` adds the positive definite matrix $x\cdot 1$ to the positive semidefinite $K-E_0$. `addition_matrix_isUnit` applies it at $-x$ and uses that the negative of an invertible matrix is invertible. Together they ensure that the sign theorems and bounds involve only true inverses.

`removalPart_eq_expectation` moves $c^\dagger$ to the left factor, giving $\langle w,(x+A)^{-1}w\rangle$ with $w=c\psi$. `removalPart_real_nonneg` then uses the fact that the inverse of a positive definite matrix is positive definite, where the derivation above expands in $u$. In the order on `ℂ` used here, `0 ≤ z` means that $z$ is real and nonnegative, so `Complex.nonneg_iff` delivers both conclusions at once.

`additionPart_eq_neg_removalPart` is the identity $P_c(x)=-R_{c^\dagger}(-x)$. Its main step, `hinv`, checks that the two inverses differ by a sign. From it, `additionPart_real_nonpos` follows directly.

## The weight identity and the empty level in the code

In `removalPart_le`, `hw` is the equation $w=xu+v$, while `e1` and `e2` are the two expansions used for the bound. Taking real parts gives `e3`. The inequalities `h1` and `h2` supply $\langle u,v\rangle\ge 0$ and $\|v\|^2\ge 0$, and `linarith` combines them. `le_additionPart` transfers the bound to negative frequencies through the sign identity.

`single_level_witness` first verifies the hypothesis for the empty level, then computes the $2\times 2$ inverse explicitly. It states the pole form as $(x-\varepsilon)P_c(x)=1$ for real $x$ other than $0$ and $\varepsilon$, the two values at which $x-K$ is singular.
